# Spinless levels at the zone corner of P2₁2₁2₁ have degeneracy divisible by four under time reversal

## Why four, when Pauli matrices need only two dimensions?

Without spin but with time reversal, energy levels at the zone corner of P2₁2₁2₁ come in multiples of four. I can see that the two screws anticommute there, but 2 × 2 Pauli matrices do that too. Spinless time reversal is only complex conjugation, so how does it force another factor of two?

## Conjugation leaves a real space on which the screws act as quaternions

If a finite-dimensional space of corner Bloch functions is closed under both screws and conjugation, 4 divides its complex dimension. Conjugation lets us count real states, and on a real space two anticommuting square roots of −1 need four dimensions.

Let A and B be the screws along x and y, in fractional coordinates:

(Aψ)(x, y, z) = ψ(x + ½, ½ − y, −z)

(Bψ)(x, y, z) = ψ(−x, y + ½, ½ − z)

At the corner, ψ changes sign under each primitive translation. Hence

A²ψ(x, y, z) = ψ(x + 1, y, z) = −ψ(x, y, z)

B²ψ(x, y, z) = ψ(x, y + 1, z) = −ψ(x, y, z)

ABψ(x, y, z) = ψ(−x − ½, 1 − y, z + ½)

BAψ(x, y, z) = ψ(½ − x, −y, z − ½)

The last two arguments differ by one translation along each axis. Three signs give AB = −BA.

Let T be conjugation, so T² = 1. Every state w is uniquely u + iv with u and v fixed by T:

u = (w + Tw)/2, v = (w − Tw)/(2i)

The fixed states therefore form a real space whose real dimension is the complex dimension of the whole. A and B commute with T, so they preserve it.

For a fixed state s ≠ 0 and real a, b, c, d,

(a − bA − cB − dAB)(a + bA + cB + dAB)s = (a² + b² + c² + d²)s

So s, As, Bs and ABs are linearly independent over the reals. If they don't span the space, take a state outside their span U. No nonzero real combination q of 1, A, B, AB can send it into U, since q⁻¹ would bring it back. It thus adds four new dimensions, and repeating this exhausts the space in fours.

The same count applies to matrices. Let real matrices A and B square to −1 and anticommute, and let a real matrix H commute with both. If Hv = Ev with E real, then H(Av) = A(Hv) = E(Av), and likewise for B. Each real eigenspace is thus preserved, and 4 divides its dimension.

**Two levels in eight dimensions.** Let e₁, …, e₄ be the standard basis. The matrices `unitI` and `unitJ` send e₁ to e₂ and e₃, and their product sends e₁ to e₄. Two copies, with energies 1 and 3, give H = diag(1, 1, 1, 1, 3, 3, 3, 3), with two fourfold levels.

**Where Pauli matrices fail.** Take A = iσₓ, B = iσᵧ and Tw = iσᵧw̄ on ℂ². All the algebraic relations hold except that T² = −1, and the dimension is 2. An antilinear T commuting with both operators is thus not enough if T² = −1 is allowed.

In Lean 4 with Mathlib:

```lean
import Mathlib

open Matrix ComplexConjugate

namespace ScrewQuaternionDegeneracy

noncomputable section

/-- If two operators on a real space with a basis of `n` vectors square to `-1` and
anticommute, then 4 divides `n`. -/
theorem four_dvd_of_anticommuting {V : Type*} [AddCommGroup V] [Module ℝ V] {n : ℕ}
    (b : Module.Basis (Fin n) ℝ V) (A B : Module.End ℝ V)
    (hA : A * A = -1) (hB : B * B = -1) (hAB : A * B = -(B * A)) : 4 ∣ n := by
  -- A, B and AB represent the three quaternion units
  let q : QuaternionAlgebra.Basis (Module.End ℝ V) (-1 : ℝ) 0 (-1) :=
    { i := A
      j := B
      k := A * B
      i_mul_i := by simp [hA]
      j_mul_j := by simp [hB]
      i_mul_j := rfl
      j_mul_i := by simp [hAB] }
  let φ : Quaternion ℝ →ₐ[ℝ] Module.End ℝ V := q.liftHom
  let _ : Module (Quaternion ℝ) V := Module.compHom V φ.toRingHom
  have : IsScalarTower ℝ (Quaternion ℝ) V := ⟨fun r x v => by
    change φ (r • x) v = r • φ x v
    rw [map_smul]
    rfl⟩
  -- real dimension = 4 times quaternionic dimension
  have h := Module.finrank_mul_finrank ℝ (Quaternion ℝ) V
  rw [Quaternion.finrank_eq_four, Module.finrank_eq_card_basis b, Fintype.card_fin] at h
  exact ⟨_, h.symm⟩

/-- If real matrices `A` and `B` square to `-1`, anticommute, and commute with a real
matrix `H`, then 4 divides the dimension of every real eigenspace of `H`. -/
theorem four_dvd_eigenspace {n : Type*} [Fintype n] [DecidableEq n]
    (H A B : Matrix n n ℝ) (hA : A * A = -1) (hB : B * B = -1)
    (hAB : A * B = -(B * A)) (hAH : A * H = H * A) (hBH : B * H = H * B) (E : ℝ) :
    4 ∣ Module.finrank ℝ (Module.End.eigenspace (Matrix.toLin' H) E) := by
  -- a symmetry maps each eigenspace into itself
  have stab : ∀ M : Matrix n n ℝ, M * H = H * M →
      ∀ v ∈ Module.End.eigenspace (Matrix.toLin' H) E,
        Matrix.toLin' M v ∈ Module.End.eigenspace (Matrix.toLin' H) E := by
    intro M hM v hv
    simp only [Module.End.mem_eigenspace_iff, Matrix.toLin'_apply] at hv ⊢
    rw [Matrix.mulVec_mulVec, ← hM, ← Matrix.mulVec_mulVec, hv, Matrix.mulVec_smul]
  refine four_dvd_of_anticommuting (Module.finBasis ℝ _)
    ((Matrix.toLin' A).restrict (stab A hAH)) ((Matrix.toLin' B).restrict (stab B hBH))
    (LinearMap.ext fun v => Subtype.ext ?_) (LinearMap.ext fun v => Subtype.ext ?_)
    (LinearMap.ext fun v => Subtype.ext ?_)
  · change Matrix.toLin' A (Matrix.toLin' A v.1) = -v.1
    simp only [Matrix.toLin'_apply, Matrix.mulVec_mulVec, hA, Matrix.neg_mulVec,
      Matrix.one_mulVec]
  · change Matrix.toLin' B (Matrix.toLin' B v.1) = -v.1
    simp only [Matrix.toLin'_apply, Matrix.mulVec_mulVec, hB, Matrix.neg_mulVec,
      Matrix.one_mulVec]
  · change Matrix.toLin' A (Matrix.toLin' B v.1) = -(Matrix.toLin' B (Matrix.toLin' A v.1))
    simp only [Matrix.toLin'_apply, Matrix.mulVec_mulVec, hAB, Matrix.neg_mulVec]

/-- A real 4 × 4 matrix: left multiplication by the quaternion unit i. -/
def unitI : Matrix (Fin 4) (Fin 4) ℝ :=
  !![0, -1, 0, 0; 1, 0, 0, 0; 0, 0, 0, -1; 0, 0, 1, 0]

/-- A real 4 × 4 matrix: left multiplication by the quaternion unit j. -/
def unitJ : Matrix (Fin 4) (Fin 4) ℝ :=
  !![0, 0, -1, 0; 0, 0, 0, 1; 1, 0, 0, 0; 0, -1, 0, 0]

/-- Two copies of `unitI` and of `unitJ` square to `-1`, anticommute, and commute with the
Hamiltonian that has energy `a` on the first copy and `b` on the second. -/
theorem four_dvd_eigenspace_witness (a b : ℝ) :
    let A := fromBlocks unitI 0 0 unitI
    let B := fromBlocks unitJ 0 0 unitJ
    let H := fromBlocks (a • (1 : Matrix (Fin 4) (Fin 4) ℝ)) 0 0
      (b • (1 : Matrix (Fin 4) (Fin 4) ℝ))
    A * A = -1 ∧ B * B = -1 ∧ A * B = -(B * A) ∧ A * H = H * A ∧ B * H = H * B := by
  have hI : unitI * unitI = -1 := by
    ext i j
    fin_cases i <;> fin_cases j <;> simp [unitI, Matrix.mul_apply, Fin.sum_univ_succ]
  have hJ : unitJ * unitJ = -1 := by
    ext i j
    fin_cases i <;> fin_cases j <;> simp [unitJ, Matrix.mul_apply, Fin.sum_univ_succ]
  have hIJ : unitI * unitJ = -(unitJ * unitI) := by
    ext i j
    fin_cases i <;> fin_cases j <;>
      simp [unitI, unitJ, Matrix.mul_apply, Fin.sum_univ_succ]
  have h1 : (-1 : Matrix (Fin 4 ⊕ Fin 4) (Fin 4 ⊕ Fin 4) ℝ) = fromBlocks (-1) 0 0 (-1) := by
    rw [← fromBlocks_one, fromBlocks_neg]
    simp
  refine ⟨?_, ?_, ?_, ?_, ?_⟩ <;>
    simp [fromBlocks_multiply, fromBlocks_neg, hI, hJ, hIJ, h1]

section TimeReversal

variable {V : Type*} [AddCommGroup V] [Module ℂ V]

/-- The real space of states left unchanged by an antilinear operator `T`. -/
def realStates (T : V →ₛₗ[starRingEnd ℂ] V) : Submodule ℝ V where
  carrier := {v | T v = v}
  zero_mem' := map_zero T
  add_mem' := by
    intro u v hu hv
    change T (u + v) = u + v
    rw [map_add, show T u = u from hu, show T v = v from hv]
  smul_mem' := by
    intro r v hv
    change T ((r : ℂ) • v) = (r : ℂ) • v
    rw [map_smulₛₗ, Complex.conj_ofReal, show T v = v from hv]

/-- For an antilinear `T` with `T² = 1` on a finite-dimensional complex space, the real
dimension of the states fixed by `T` equals the complex dimension of the space. -/
theorem finrank_realStates [FiniteDimensional ℂ V] (T : V →ₛₗ[starRingEnd ℂ] V)
    (hT : ∀ v, T (T v) = v) :
    Module.finrank ℝ (realStates T) = Module.finrank ℂ V := by
  have htwo : conj (2 : ℂ) = 2 := Complex.ext (by simp) (by simp)
  have hc : conj (-Complex.I / 2) = Complex.I / 2 := by simp [htwo]
  have hh : conj (1 / 2 : ℂ) = 1 / 2 := by simp [htwo]
  -- every state is uniquely u + i v with u and v fixed by T
  let f : (realStates T × realStates T) →ₗ[ℝ] V :=
    { toFun := fun p => p.1.1 + Complex.I • p.2.1
      map_add' := fun p q => by
        change (p.1.1 + q.1.1) + Complex.I • (p.2.1 + q.2.1) = _
        module
      map_smul' := fun r p => by
        change (r : ℂ) • p.1.1 + Complex.I • ((r : ℂ) • p.2.1) =
          (r : ℂ) • (p.1.1 + Complex.I • p.2.1)
        module }
  have hf : Function.Bijective f := by
    constructor
    · rw [injective_iff_map_eq_zero]
      rintro ⟨⟨u, hu⟩, ⟨v, hv⟩⟩ h
      have h1 : u + Complex.I • v = 0 := h
      have h2 : u + (-Complex.I) • v = 0 := by
        have h3 := congrArg T h1
        rwa [map_add, map_smulₛₗ, Complex.conj_I, map_zero, show T u = u from hu,
          show T v = v from hv] at h3
      have hu0 : u = 0 := by
        linear_combination (norm := module) (1 / 2 : ℂ) • h1 + (1 / 2 : ℂ) • h2
      have hv0 : v = 0 := by
        rw [hu0, zero_add] at h1
        exact (smul_eq_zero.mp h1).resolve_left Complex.I_ne_zero
      subst hu0 hv0
      rfl
    · intro w
      refine ⟨(⟨(1 / 2 : ℂ) • (w + T w), ?_⟩, ⟨(-Complex.I / 2) • (w - T w), ?_⟩), ?_⟩
      · change T _ = _
        rw [map_smulₛₗ, hh, map_add, hT, add_comm]
      · change T _ = _
        rw [map_smulₛₗ, hc, map_sub, hT]
        module
      · change (1 / 2 : ℂ) • (w + T w) + Complex.I • ((-Complex.I / 2) • (w - T w)) = w
        have hi : Complex.I * (-Complex.I / 2) = 1 / 2 := by
          linear_combination (-1 / 2 : ℂ) * Complex.I_mul_I
        rw [smul_smul, hi]
        module
  have h := (LinearEquiv.ofBijective f hf).finrank_eq
  rw [Module.finrank_prod, finrank_real_of_complex] at h
  omega

/-- If two linear operators on a complex space with a basis of `n` states square to `-1`,
anticommute, and commute with an antilinear `T` with `T² = 1`, then 4 divides `n`. -/
theorem four_dvd_of_timeReversal {n : ℕ} (b : Module.Basis (Fin n) ℂ V)
    (A B : Module.End ℂ V) (T : V →ₛₗ[starRingEnd ℂ] V)
    (hA : A * A = -1) (hB : B * B = -1) (hAB : A * B = -(B * A))
    (hT : ∀ v, T (T v) = v) (hTA : ∀ v, T (A v) = A (T v))
    (hTB : ∀ v, T (B v) = B (T v)) : 4 ∣ n := by
  have : FiniteDimensional ℂ V := Module.Finite.of_basis b
  -- both operators preserve the states fixed by T
  have stab : ∀ M : Module.End ℂ V, (∀ v, T (M v) = M (T v)) →
      ∀ v ∈ realStates T, (M.restrictScalars ℝ) v ∈ realStates T := by
    intro M hM v hv
    change T (M v) = M v
    rw [hM, show T v = v from hv]
  have h := four_dvd_of_anticommuting (Module.finBasis ℝ (realStates T))
    ((A.restrictScalars ℝ).restrict (stab A hTA))
    ((B.restrictScalars ℝ).restrict (stab B hTB))
    (LinearMap.ext fun v => Subtype.ext (LinearMap.congr_fun hA v.1))
    (LinearMap.ext fun v => Subtype.ext (LinearMap.congr_fun hB v.1))
    (LinearMap.ext fun v => Subtype.ext (LinearMap.congr_fun hAB v.1))
  rwa [finrank_realStates T hT, Module.finrank_eq_card_basis b, Fintype.card_fin] at h

end TimeReversal

/-- Spinless wavefunctions of the three fractional coordinates. -/
abbrev Wave := ℝ → ℝ → ℝ → ℂ

/-- The screw along x: pullback along (x + 1/2, 1/2 - y, -z). -/
def screwX : Module.End ℂ Wave where
  toFun ψ := fun x y z => ψ (x + 1 / 2) (1 / 2 - y) (-z)
  map_add' _ _ := rfl
  map_smul' _ _ := rfl

/-- The screw along y: pullback along (-x, y + 1/2, 1/2 - z). -/
def screwY : Module.End ℂ Wave where
  toFun ψ := fun x y z => ψ (-x) (y + 1 / 2) (1 / 2 - z)
  map_add' _ _ := rfl
  map_smul' _ _ := rfl

/-- Spinless time reversal: complex conjugation of the wavefunction. -/
def timeReversal : Wave →ₛₗ[starRingEnd ℂ] Wave where
  toFun ψ := fun x y z => conj (ψ x y z)
  map_add' ψ χ := by funext x y z; simp
  map_smul' c ψ := by funext x y z; simp

/-- The Bloch condition at the zone corner: each primitive translation changes the sign. -/
def CornerBloch (ψ : Wave) : Prop :=
  (∀ x y z, ψ (x + 1) y z = -ψ x y z) ∧ (∀ x y z, ψ x (y + 1) z = -ψ x y z) ∧
    (∀ x y z, ψ x y (z + 1) = -ψ x y z)

/-- On a Bloch function at the zone corner both screws square to `-1` and they anticommute. -/
theorem screws_at_corner (ψ : Wave) (h : CornerBloch ψ) :
    screwX (screwX ψ) = -ψ ∧ screwY (screwY ψ) = -ψ ∧
      screwX (screwY ψ) = -(screwY (screwX ψ)) := by
  obtain ⟨hx, hy, hz⟩ := h
  refine ⟨?_, ?_, ?_⟩ <;> funext x y z
  · change ψ (x + 1 / 2 + 1 / 2) (1 / 2 - (1 / 2 - y)) (- -z) = -ψ x y z
    rw [show x + 1 / 2 + 1 / 2 = x + 1 by ring, show 1 / 2 - (1 / 2 - y) = y by ring,
      neg_neg, hx]
  · change ψ (- -x) (y + 1 / 2 + 1 / 2) (1 / 2 - (1 / 2 - z)) = -ψ x y z
    rw [show y + 1 / 2 + 1 / 2 = y + 1 by ring, show 1 / 2 - (1 / 2 - z) = z by ring,
      neg_neg, hy]
  · -- the two orders differ by one primitive translation along each axis
    change ψ (-(x + 1 / 2)) (1 / 2 - y + 1 / 2) (1 / 2 - -z) =
      -ψ (-x + 1 / 2) (1 / 2 - (y + 1 / 2)) (-(1 / 2 - z))
    rw [show 1 / 2 - y + 1 / 2 = -y + 1 by ring, show 1 / 2 - -z = (z - 1 / 2) + 1 by ring,
      show -x + 1 / 2 = -(x + 1 / 2) + 1 by ring, show 1 / 2 - (y + 1 / 2) = -y by ring,
      show -(1 / 2 - z) = z - 1 / 2 by ring, hy, hz, hx]

/-- If a space of Bloch functions at the zone corner has a basis of `n` states and is closed
under both screws and spinless time reversal, then 4 divides `n`. -/
theorem four_dvd_corner_level {n : ℕ} (W : Submodule ℂ Wave)
    (b : Module.Basis (Fin n) ℂ W) (hW : ∀ ψ ∈ W, CornerBloch ψ)
    (hX : ∀ ψ ∈ W, screwX ψ ∈ W) (hY : ∀ ψ ∈ W, screwY ψ ∈ W)
    (hT : ∀ ψ ∈ W, timeReversal ψ ∈ W) : 4 ∣ n := by
  let T : W →ₛₗ[starRingEnd ℂ] W :=
    { toFun := fun v => ⟨timeReversal v.1, hT v.1 v.2⟩
      map_add' := fun u v => Subtype.ext (map_add timeReversal u.1 v.1)
      map_smul' := fun c v => Subtype.ext (map_smulₛₗ timeReversal c v.1) }
  refine four_dvd_of_timeReversal b (screwX.restrict hX) (screwY.restrict hY) T
    (LinearMap.ext fun v => Subtype.ext (screws_at_corner v.1 (hW v.1 v.2)).1)
    (LinearMap.ext fun v => Subtype.ext (screws_at_corner v.1 (hW v.1 v.2)).2.1)
    (LinearMap.ext fun v => Subtype.ext (screws_at_corner v.1 (hW v.1 v.2)).2.2)
    (fun v => Subtype.ext ?_) (fun v => Subtype.ext rfl) (fun v => Subtype.ext rfl)
  funext x y z
  exact Complex.conj_conj (v.1 x y z)

end

end ScrewQuaternionDegeneracy
```

```lean
#print axioms ScrewQuaternionDegeneracy.four_dvd_eigenspace
-- 'ScrewQuaternionDegeneracy.four_dvd_eigenspace' depends on axioms: [propext, Classical.choice, Quot.sound]
#print axioms ScrewQuaternionDegeneracy.four_dvd_corner_level
-- 'ScrewQuaternionDegeneracy.four_dvd_corner_level' depends on axioms: [propext, Classical.choice, Quot.sound]
```

In `four_dvd_corner_level`, `W` is the level, `n` its complex dimension, and `CornerBloch` the sign rule at k = (½, ½, ½). `Wave` contains all complex functions of three coordinates, with no smoothness condition. The screws act by pullback; the textbook operator ψ(g⁻¹r) is the inverse.

No Hamiltonian appears in that theorem. To apply it to a crystal, one must supply that an energy level is finite-dimensional and closed under the three operations. It then bears on one-electron band calculations without spin–orbit coupling, at this one k-point.

In `four_dvd_eigenspace`, `n` is instead the matrix index type. H need not be symmetric, and E is real; if E is not an eigenvalue, the dimension is 0.

`four_dvd_of_anticommuting` turns A, B and AB into a quaternion action through `liftHom`. The tower law `Module.finrank_mul_finrank` then replaces the count by quadruples. `four_dvd_eigenspace` restricts A and B to an eigenspace, using `stab`.

`finrank_realStates` proves that (u, v) ↦ u + iv is bijective and compares real dimensions. `four_dvd_of_timeReversal` applies the quaternion count to the fixed states. `screws_at_corner` rearranges the coordinates with `ring` and inserts the Bloch signs; the final theorem restricts everything to `W`.
